# If a Hamiltonian has no matrix elements within a set of sites, its zero modes supported on the set are the states supported there that are dark towards the set's neighbours

The Hamiltonian is a complex matrix `H` on a finite set of sites, not assumed Hermitian, and all its elements between sites of a subset `S` vanish, on-site energies included. The lemma says that two subspaces of unnormalised state vectors are then equal: the zero modes, which are the vectors `ψ` supported on `S` with `H ψ = 0`, and the dark states, which are those supported on `S` for which `H ψ` vanishes on every neighbour of `S`. A neighbour is a site `x` outside `S` with a nonzero matrix element `H x y` to some `y` in `S`. One inclusion is immediate, since a vector that is zero everywhere is zero on the neighbours. For the other, the attempt takes each site in turn: on a neighbour the amplitude of `H ψ` vanishes by assumption, and at any other site every matrix element to `S` is zero, so the sum giving the amplitude vanishes.

Lean 4 with Mathlib refuses this proof:

```lean
import Mathlib

open Matrix Module
open scoped ComplexOrder

namespace ZeroModesEqDarkStates

noncomputable section

variable {V : Type*} [Fintype V] [DecidableEq V]

/-- The sites outside `S` that are coupled to some site of `S` by the Hamiltonian `H`. -/
def neighbours (H : Matrix V V ℂ) (S : Finset V) : Finset V := by
  classical
  exact Finset.univ.filter (fun x => x ∉ S ∧ ∃ y ∈ S, H x y ≠ 0)

/-- A site is a neighbour of `S` when it lies outside `S` and is coupled to a site of `S`. -/
theorem mem_neighbours {H : Matrix V V ℂ} {S : Finset V} {x : V} :
    x ∈ neighbours H S ↔ x ∉ S ∧ ∃ y ∈ S, H x y ≠ 0 := by
  classical
  simp [neighbours]

/-- The zero modes of `H` supported on `S`: states with `H ψ = 0` that vanish outside `S`. -/
def zeroModes (H : Matrix V V ℂ) (S : Finset V) : Submodule ℂ (V → ℂ) where
  carrier := {ψ | (∀ x, x ∉ S → ψ x = 0) ∧ H *ᵥ ψ = 0}
  add_mem' := by
    rintro a b ⟨ha, ha'⟩ ⟨hb, hb'⟩
    exact ⟨fun x hx => by simp [ha x hx, hb x hx], by simp [Matrix.mulVec_add, ha', hb']⟩
  zero_mem' := ⟨fun _ _ => rfl, by simp⟩
  smul_mem' := by
    rintro c a ⟨ha, ha'⟩
    exact ⟨fun x hx => by simp [ha x hx], by simp [Matrix.mulVec_smul, ha']⟩

/-- The states supported on `S` that are dark towards `T`: `H ψ` has no amplitude on `T`. -/
def darkStates (H : Matrix V V ℂ) (S T : Finset V) : Submodule ℂ (V → ℂ) where
  carrier := {ψ | (∀ x, x ∉ S → ψ x = 0) ∧ ∀ x ∈ T, (H *ᵥ ψ) x = 0}
  add_mem' := by
    rintro a b ⟨ha, ha'⟩ ⟨hb, hb'⟩
    exact ⟨fun x hx => by simp [ha x hx, hb x hx],
      fun x hx => by simp [Matrix.mulVec_add, ha' x hx, hb' x hx]⟩
  zero_mem' := ⟨fun _ _ => rfl, fun x _ => by simp⟩
  smul_mem' := by
    rintro c a ⟨ha, ha'⟩
    exact ⟨fun x hx => by simp [ha x hx],
      fun x hx => by simp [Matrix.mulVec_smul, ha' x hx]⟩

omit [DecidableEq V] in
/-- On a state supported on `S`, the Hamiltonian acts only through the sites of `S`. -/
theorem mulVec_supported (H : Matrix V V ℂ) (S : Finset V) (ψ : V → ℂ)
    (hψ : ∀ x, x ∉ S → ψ x = 0) (x : V) :
    (H *ᵥ ψ) x = ∑ s : S, H x s * ψ s := by
  simp only [Matrix.mulVec, dotProduct]
  rw [Finset.sum_coe_sort S (fun y => H x y * ψ y)]
  symm
  apply Finset.sum_subset (Finset.subset_univ S)
  intro y _ hy
  rw [hψ y hy, mul_zero]

/-- If `H` has no matrix elements within `S`, the zero modes on `S` are exactly the states
on `S` that are dark towards the neighbours of `S`. -/
theorem zeroModes_eq_darkStates (H : Matrix V V ℂ) (S : Finset V)
    (hS : ∀ x ∈ S, ∀ y ∈ S, H x y = 0) :
    zeroModes H S = darkStates H S (neighbours H S) := by
  ext ψ
  constructor
  · rintro ⟨hs, h0⟩
    exact And.intro hs (fun x _ => congrFun h0 x)
  · rintro ⟨hs, hN⟩
    refine And.intro hs (funext fun x => ?_)
    by_cases hx : x ∈ neighbours H S
    · exact hN x hx
    · -- a site that is not a neighbour receives no amplitude from `S`
      have hz : ∀ y ∈ S, H x y = 0 := by
        intro y hy
        by_cases hxS : x ∈ S
        · exact hS x hxS y hy
        · by_contra h
          exact hx (Finset.mem_filter.mpr ⟨Finset.mem_univ x, hxS, y, hy, h⟩)
      rw [mulVec_supported H S ψ hs x]
      exact Finset.sum_eq_zero (fun s _ => by rw [hz s s.2, zero_mul])

end

end ZeroModesEqDarkStates
```

The error:

```
Main.lean:78:20: error(lean.synthInstanceFailed): failed to synthesize instance of type class
  DecidablePred fun x => x ∉ S ∧ ∃ y ∈ S, H x y ≠ 0

Hint: Type class instance resolution failures can be inspected with the `set_option trace.Meta.synthInstance true` command.
```

This version goes through:

```diff
@@ -76,5 +76,5 @@
         · exact hS x hxS y hy
         · by_contra h
-          exact hx (Finset.mem_filter.mpr ⟨Finset.mem_univ x, hxS, y, hy, h⟩)
+          exact hx (mem_neighbours.mpr ⟨hxS, y, hy, h⟩)
       rw [mulVec_supported H S ψ hs x]
       exact Finset.sum_eq_zero (fun s _ => by rw [hz s s.2, zero_mul])
```

Diagnosis. The error arises where the proof must show that a site `x` outside `S`, with a nonzero element `H x y` to some `y` in `S`, belongs to `neighbours H S`. The attempt uses `Finset.mem_filter`, which looks through the definition to the filter inside it and needs a `DecidablePred` instance for the filter's condition. The message says that Lean could not synthesise one. The definition of `neighbours` has its own `classical` line, but that line acts only within the definition, and the main proof has none.

The repair uses `mem_neighbours`, proved earlier in the file with its own `classical`. Its statement gives the membership condition directly and asks the caller for no decidability instance for that condition, so the failed search no longer arises. `Finset.mem_univ x` goes because `mem_neighbours` asks only that `x` lie outside `S` and be coupled to a site of `S`, not that it belong to `Finset.univ`.
